# A non-zero left-handed spinor has a non-zero density and a non-zero mass bilinear with its γ⁰ image

Let w = `PL g5 *ᵥ u` be the left-handed part of a complex spinor with finitely many components, and suppose w is not zero. The theorem says that the time component of its vector current, w†γ⁰γ⁰w, is non-zero, and that so is the mass bilinear w†γ⁰P_R(γ⁰w), which pairs w with the right-handed spinor γ⁰w. It assumes that γ⁵ is Hermitian, squares to one and anticommutes with the four matrices `g μ`, and that γ⁰ squares to one; w need not be normalised, and both quantities equal w†w, which is 1 when it is. The attempt first shows that P_R leaves γ⁰w unchanged, so that the two claims become one, and then uses (γ⁰)² = 1 to reduce that one to the fact that w†w vanishes only for w = 0.

As first written in Lean, the proof fails:

```lean
import Mathlib

open Matrix
open scoped ComplexOrder

namespace ChiralBilinears

noncomputable section

variable {n : Type*} [Fintype n] [DecidableEq n]

/-- The matrix `g5` is Hermitian, squares to one and anticommutes with the four
matrices `g μ`. -/
structure IsChirality (g : Fin 4 → Matrix n n ℂ) (g5 : Matrix n n ℂ) : Prop where
  herm : g5ᴴ = g5
  sq : g5 * g5 = 1
  anti : ∀ μ, g5 * g μ = -(g μ * g5)

/-- The left-handed projector `(1 - g5)/2`. -/
def PL (g5 : Matrix n n ℂ) : Matrix n n ℂ := (1 / 2 : ℂ) • (1 - g5)

/-- The right-handed projector `(1 + g5)/2`. -/
def PR (g5 : Matrix n n ℂ) : Matrix n n ℂ := (1 / 2 : ℂ) • (1 + g5)

/-- The Dirac adjoint `u† g0` of a spinor `u`. -/
def diracBar (g0 : Matrix n n ℂ) (u : n → ℂ) : n → ℂ := star u ᵥ* g0

variable {g : Fin 4 → Matrix n n ℂ} {g5 : Matrix n n ℂ}

/-- If `g0` squares to one and `PL u` is nonzero, the left-left time component of the vector
current of `u` is nonzero, and so is the mass bilinear of `PL u` with `PR (g0 PL u)`. -/
theorem allowed_bilinears_ne_zero (h : IsChirality g g5) (h0 : g 0 * g 0 = 1)
    (u : n → ℂ) (hu : PL g5 *ᵥ u ≠ 0) :
    diracBar (g 0) (PL g5 *ᵥ u) ⬝ᵥ (g 0 *ᵥ (PL g5 *ᵥ u)) ≠ 0 ∧
    diracBar (g 0) (PL g5 *ᵥ u) ⬝ᵥ (PR g5 *ᵥ (g 0 *ᵥ (PL g5 *ᵥ u))) ≠ 0 := by
  have e : (1 + g5) * (g 0 * (1 - g5)) = g 0 * (1 - g5) + g 0 * (1 - g5) := by
    linear_combination (norm := noncomm_ring) h.anti 0 - h.anti 0 * g5 + g 0 * h.sq
  -- g0 turns a left-handed spinor into a right-handed one
  have e' : PR g5 * (g 0 * PL g5) = g 0 * PL g5 := by
    simp only [PL, PR, Matrix.smul_mul, Matrix.mul_smul, e]
    module
  have hv : PR g5 *ᵥ (g 0 *ᵥ (PL g5 *ᵥ u)) = g 0 *ᵥ (PL g5 *ᵥ u) := by
    simp only [mulVec_mulVec, e']
  have key : diracBar (g 0) (PL g5 *ᵥ u) ⬝ᵥ (g 0 *ᵥ (PL g5 *ᵥ u)) ≠ 0 := by
    rw [diracBar, ← dotProduct_mulVec, mulVec_mulVec, h0, one_mulVec, dotProduct_comm]
    exact fun hz => hu (dotProduct_star_self_eq_zero.mp hz)
  exact ⟨key, by rw [hv]; exact key⟩

end

end ChiralBilinears
```

The compiler's answer:

```
Main.lean:46:56: error: Application type mismatch: The argument
  hz
has type
  PL g5 *ᵥ u ⬝ᵥ star (PL g5 *ᵥ u) = 0
but is expected to have type
  star (PL g5 *ᵥ u) ⬝ᵥ PL g5 *ᵥ u = 0
in the application
  dotProduct_star_self_eq_zero.mp hz
```

Diagnosis. The error is about the order of the two factors in a dot product. `dotProduct_star_self_eq_zero` speaks of `star w ⬝ᵥ w`, with the conjugated vector on the left, while the hypothesis `hz` has `w ⬝ᵥ star w = 0`. The two products are equal over the complex numbers, but that equality is a theorem, `dotProduct_comm`, and Lean does not apply it by itself when it checks the type of an argument.

The wrong order came from the proof's own last rewrite. Once `one_mulVec` has removed the identity matrix left by `h0`, the goal is already `star w ⬝ᵥ w ≠ 0`, which is the form the lemma needs. The rewrite with `dotProduct_comm` then swapped the factors. The repair deletes that rewrite, so `hz` has the expected type and the next line works as it stands.

Lean accepts the file once it reads:

```diff
@@ -43,5 +43,5 @@
     simp only [mulVec_mulVec, e']
   have key : diracBar (g 0) (PL g5 *ᵥ u) ⬝ᵥ (g 0 *ᵥ (PL g5 *ᵥ u)) ≠ 0 := by
-    rw [diracBar, ← dotProduct_mulVec, mulVec_mulVec, h0, one_mulVec, dotProduct_comm]
+    rw [diracBar, ← dotProduct_mulVec, mulVec_mulVec, h0, one_mulVec]
     exact fun hz => hu (dotProduct_star_self_eq_zero.mp hz)
   exact ⟨key, by rw [hv]; exact key⟩
```
